# The commutator of the Euler operator with the Laplacian on polynomials is minus twice the Laplacian

The theorem `euler_lap` says how the Laplacian Δ, which is the free-particle kinetic energy up to a constant factor, behaves under scaling of the coordinates. With E = Σ xᵢ∂ᵢ, the Euler operator that generates such scalings, it states EΔ − ΔE = −2Δ. Both are linear operators on real polynomials in finitely many variables; no inner product or normalisation enters. The attempt writes the commutator as a sum over coordinates and shows that each term equals −2∂ᵢ², using the commutator of Δ with xᵢ and the fact that ∂ᵢ commutes with Δ.

In Lean, a first try:

```lean
import Mathlib

open MvPolynomial

namespace HiddenSl2

noncomputable section

/-- Linear operators on real polynomials in `d` variables. -/
abbrev Op (d : ℕ) := Module.End ℝ (MvPolynomial (Fin d) ℝ)

/-- The position operator: multiplication by the coordinate `x_i`. -/
def pos {d : ℕ} (i : Fin d) : Op d := LinearMap.mulLeft ℝ (X i)

/-- The partial derivative along the coordinate `x_i`. -/
def der {d : ℕ} (i : Fin d) : Op d := (pderiv i).toLinearMap

/-- The Laplacian. -/
def lap (d : ℕ) : Op d := ∑ i, der i * der i

/-- The Euler operator, the sum of `x_i ∂_i`. -/
def euler (d : ℕ) : Op d := ∑ i, pos i * der i

/-- The canonical commutator of a partial derivative and a coordinate is the Kronecker delta. -/
theorem der_pos {d : ℕ} (i j : Fin d) :
    der i * pos j - pos j * der i = if i = j then (1 : Op d) else 0 := by
  refine LinearMap.ext fun p => ?_
  change pderiv i (X j * p) - X j * pderiv i p = (if i = j then (1 : Op d) else 0) p
  rw [Derivation.leibniz]
  rcases eq_or_ne i j with h | h
  · subst h
    rw [pderiv_X_self, if_pos rfl]
    simp
  · rw [pderiv_X_of_ne h.symm, if_neg h]
    simp

/-- Every partial derivative commutes with the Laplacian. -/
theorem der_commute_lap {d : ℕ} (i : Fin d) : Commute (der i) (lap d) := by
  have hX : ∀ a b k : Fin d, pderiv a (pderiv b (X k : MvPolynomial (Fin d) ℝ)) = 0 := by
    intro a b k
    rcases eq_or_ne k b with h | h
    · subst h
      rw [pderiv_X_self]
      simp
    · rw [pderiv_X_of_ne h, map_zero]
  -- the commutator of two derivations is a derivation, and it kills every coordinate
  have hc : ∀ j : Fin d, Commute (der i) (der j) := by
    intro j
    have h0 : ⁅(pderiv i : Derivation ℝ (MvPolynomial (Fin d) ℝ) (MvPolynomial (Fin d) ℝ)),
        (pderiv j : Derivation ℝ (MvPolynomial (Fin d) ℝ) (MvPolynomial (Fin d) ℝ))⁆ = 0 := by
      refine MvPolynomial.derivation_ext fun k => ?_
      simp only [Derivation.commutator_apply, hX, sub_zero, Derivation.coe_zero, Pi.zero_apply]
    refine LinearMap.ext fun p => ?_
    change pderiv i (pderiv j p) = pderiv j (pderiv i p)
    have h1 := DFunLike.congr_fun h0 p
    simp only [Derivation.commutator_apply, Derivation.coe_zero, Pi.zero_apply] at h1
    exact sub_eq_zero.mp h1
  exact Commute.sum_right _ _ _ fun j _ => (hc j).mul_right (hc j)

/-- The commutator of the Laplacian with `x_i` is `2 ∂_i`. -/
theorem lap_pos {d : ℕ} (i : Fin d) :
    lap d * pos i - pos i * lap d = (2 : ℝ) • der i := by
  rw [lap, Finset.mul_sum, Finset.sum_mul, ← Finset.sum_sub_distrib]
  calc _ = ∑ j, (if j = i then (2 : ℝ) • der j else 0) := by
        refine Finset.sum_congr rfl fun j _ => ?_
        have h := der_pos j i
        split_ifs at h ⊢ <;>
        linear_combination (norm := (
          simp only [mul_sub, sub_mul, mul_assoc, mul_one, one_mul, mul_zero, zero_mul]
          module)) h * der j + der j * h
    _ = _ := by simp

/-- The commutator of the Euler operator with the Laplacian is `-2 Δ`. -/
theorem euler_lap (d : ℕ) :
    euler d * lap d - lap d * euler d = (-2 : ℝ) • lap d := by
  rw [euler, Finset.sum_mul, Finset.mul_sum, ← Finset.sum_sub_distrib]
  calc _ = ∑ i : Fin d, (-2 : ℝ) • (der i * der i) := by
        refine Finset.sum_congr rfl fun i _ => ?_
        have h := lap_pos i
        have h1 := (der_commute_lap i).eq
        linear_combination (norm := (simp only [mul_sub, sub_mul, mul_assoc,
          smul_mul_assoc]; module)) pos i * h1 - h * der i
    _ = _ := by rw [lap, Finset.smul_sum]

end

end HiddenSl2
```

Compiling this gives:

```
Main.lean:82:26: error: unexpected identifier; expected ')'
Main.lean:77:54: error: unsolved goals
case a
d : ℕ
i : Fin d
x✝ : i ∈ Finset.univ
h : lap d * pos i - pos i * lap d = 2 • der i
h1 : der i * lap d = lap d * der i
⊢ pos i * (der i * lap d) - lap d * (pos i * der i) + 0 - (-2 • (der i * der i) + 0) = 0
Main.lean:75:60: error: unsolved goals
case calc.step
d : ℕ
⊢ ∑ i, -2 • (der i * der i) = -2 • lap d
```

As a diff, the version that Lean accepts:

```diff
@@ -79,6 +79,6 @@
         have h := lap_pos i
         have h1 := (der_commute_lap i).eq
-        linear_combination (norm := (simp only [mul_sub, sub_mul, mul_assoc,
-          smul_mul_assoc]; module)) pos i * h1 - h * der i
+        linear_combination (norm := (simp only [sub_mul, mul_assoc, smul_mul_assoc]; module))
+          pos i * h1 - h * der i
     _ = _ := by rw [lap, Finset.smul_sum]
 
```

The fault is one of layout, not of algebra. Inside the parentheses, `simp only` sets the column for the tactic sequence, and a later tactic may not begin to its left. `module` does so on the next line, so Lean takes the `;` as a trailing separator, expects `)`, and reports an unexpected identifier.

The other two errors follow from this. The first unsolved goal shows `linear_combination` run without `pos i * h1 - h * der i`, hence the `+ 0` on each side, and with only the `simp only` step to normalise the result. The second is the remaining equality of the `calc`, whose last step, `rw [lap, Finset.smul_sum]`, was never read.

The repair puts `simp only` and `module` on one line, so the whole proof is parsed. Dropping `mul_sub` is tidying, since no product here has a difference as its right factor; it also shortens the line. Moving the combination to the next line is likewise only a matter of layout.
